# Without interference, a single intermediate step transmits most at the geometric-mean wavenumber

Q: A potential step joins two flat regions with wavenumbers $x, y > 0$, and you call $T(x,y) = 4xy/(x+y)^2$ its transmission probability. What are the conventions?

A: A particle of mass $m$ and energy $E$ has wavenumber $k = \sqrt{2m(E-V)}/\hbar$ where the potential is constant at $V$. A positive wavenumber means $E > V$, so the wave propagates. The left region has wavenumber $k_1$, the right one $k_2$, and a region inserted between them has $q$. The mass is the same everywhere. In Lean the wavenumbers are real numbers, and `stepT` is the formula for $T$.

```lean
import Mathlib

open Complex

namespace IncoherentIntermediateStep

noncomputable section

/-- Transmission probability of a potential step between wavenumbers `x` and `y`. -/
def stepT (x y : ℝ) : ℝ := 4 * x * y / (x + y) ^ 2
```

Q: So far that is only a formula. Where is the wave function?

A: In the matching conditions. In this answer $x$ is the position, not a wavenumber. A wave of amplitude 1 arrives from the left, with $e^{ik_1x} + r e^{-ik_1x}$ on the left and $t e^{ik_2x}$ on the right. Continuity of $\psi$ and $\psi'$ at $x=0$ gives
$$1 + r = t, \qquad ik_1(1-r) = ik_2t.$$
`StepMatching` states these two equations for complex $r$ and $t$. They stand for a finite, abrupt step with equal masses on both sides; the file takes them as its starting point and does not derive them from the Schrödinger equation.

```lean
/-- Continuity of the wave function and of its derivative at a step at the origin, for
`exp(i k1 x) + r exp(-i k1 x)` on the left and `t exp(i k2 x)` on the right. -/
def StepMatching (k1 k2 : ℝ) (r t : ℂ) : Prop :=
  1 + r = t ∧ I * k1 * (1 - r) = I * k2 * t
```

Q: With two steps, a particle can bounce about in the middle. What do you do with it?

A: There are two models. The product $T(k_1,q)\,T(q,k_2)$ counts only particles that pass both steps at the first attempt. The second model, `layerT`, also counts those that make $n$ internal round trips first, and adds the probabilities over all $n$. Each round trip contributes one reflection at the right step and one at the left. The left reflection, seen from inside, is $1 - T(q,k_1)$, which equals the `1 - stepT k1 q` in the code because $T$ is symmetric. Adding probabilities instead of amplitudes represents a situation in which the phase gathered across the region is washed out, so the region's width never appears.

```lean
/-- Transmission probability through an intermediate region of wavenumber `q`, adding the
probabilities of all paths with `n` internal round trips and ignoring interference. -/
def layerT (k1 q k2 : ℝ) : ℝ :=
  ∑' n : ℕ, stepT k1 q * ((1 - stepT q k2) * (1 - stepT k1 q)) ^ n * stepT q k2
```

Q: Show me that the matching conditions really lead to your $T$.

A: Cancel $i$ and insert $t = 1+r$: then $k_1(1-r) = k_2(1+r)$, so
$$r = \frac{k_1-k_2}{k_1+k_2}, \qquad t = \frac{2k_1}{k_1+k_2}.$$
The Lean proof cancels $i$ in the same way, and `linear_combination` then combines the two equations. The converse substitutes the values back, so these amplitudes are the only solution and they do solve the conditions.

```lean
/-- The matching conditions at a step determine the reflected and transmitted amplitudes. -/
theorem stepMatching_iff {k1 k2 : ℝ} (h1 : 0 < k1) (h2 : 0 < k2) (r t : ℂ) :
    StepMatching k1 k2 r t ↔
      r = (((k1 - k2) / (k1 + k2) : ℝ) : ℂ) ∧ t = ((2 * k1 / (k1 + k2) : ℝ) : ℂ) := by
  have hne : (k1 : ℂ) + k2 ≠ 0 := by exact_mod_cast (add_pos h1 h2).ne'
  constructor
  · rintro ⟨ha, hb⟩
    -- cancel the common factor i in the derivative condition
    have hc : (k1 : ℂ) * (1 - r) = k2 * t :=
      mul_left_cancel₀ I_ne_zero (by linear_combination hb)
    push_cast
    rw [eq_div_iff hne, eq_div_iff hne]
    constructor
    · linear_combination (-1 : ℂ) * hc + (k2 : ℂ) * ha
    · linear_combination (-1 : ℂ) * hc - (k1 : ℂ) * ha
  · rintro ⟨rfl, rfl⟩
    unfold StepMatching
    push_cast
    constructor <;> field_simp <;> ring
```

Q: But $|t|^2$ is not a probability when the speeds differ.

A: Correct, and the next theorem includes the ratio of speeds. The transmitted flux per incident flux is
$$\frac{k_2}{k_1}|t|^2 = \frac{4k_1k_2}{(k_1+k_2)^2} = T(k_1,k_2),$$
and
$$|r|^2 = \frac{(k_1-k_2)^2}{(k_1+k_2)^2} = 1 - T(k_1,k_2).$$
The proof inserts the amplitudes and simplifies the fractions.

```lean
/-- The transmitted flux per incident flux at a step is `stepT k1 k2`, and the reflected
fraction is `1 - stepT k1 k2`. -/
theorem flux_of_matching {k1 k2 : ℝ} (h1 : 0 < k1) (h2 : 0 < k2) {r t : ℂ}
    (h : StepMatching k1 k2 r t) :
    k2 / k1 * ‖t‖ ^ 2 = stepT k1 k2 ∧ ‖r‖ ^ 2 = 1 - stepT k1 k2 := by
  obtain ⟨hr, ht⟩ := (stepMatching_iff h1 h2 r t).1 h
  have hne : k1 + k2 ≠ 0 := (add_pos h1 h2).ne'
  rw [hr, ht, Complex.norm_real, Complex.norm_real, Real.norm_eq_abs, Real.norm_eq_abs,
    sq_abs, sq_abs]
  unfold stepT
  constructor
  · field_simp
    try ring
  · field_simp
    try ring
```

A: Since $x$ and $y$ are positive, $T > 0$. The bound $T \le 1$ follows from $(x+y)^2 - 4xy = (x-y)^2 \ge 0$. Both bounds are needed later for the geometric series.

```lean
/-- The transmission probability of a step between positive wavenumbers is positive and at most one.
-/
theorem stepT_pos_le_one {x y : ℝ} (hx : 0 < x) (hy : 0 < y) :
    0 < stepT x y ∧ stepT x y ≤ 1 := by
  unfold stepT
  refine ⟨by positivity, ?_⟩
  rw [div_le_one (by positivity)]
  nlinarith [sq_nonneg (x - y)]
```

Q: Now the optimisation. Do you differentiate with respect to $q$?

A: No, a comparison of squares is enough. Let $s = \sqrt{k_1k_2}$. Then
$$T(k_1,k_2) = \left(\frac{2s}{k_1+k_2}\right)^2, \qquad T(k_1,q)\,T(q,k_2) = \left(\frac{4sq}{(k_1+q)(q+k_2)}\right)^2.$$
The lemma `stepT_eq_sq` assumes only $s^2 = k_1k_2$ and replaces $k_1k_2$ by $s^2$ in the numerators.

```lean
/-- With `s ^ 2 = k1 * k2`, the direct transmission and the product of the two transmissions
through an intermediate wavenumber `q` are both perfect squares. -/
theorem stepT_eq_sq {k1 k2 s : ℝ} (hs : s ^ 2 = k1 * k2) (q : ℝ) :
    stepT k1 k2 = (2 * s / (k1 + k2)) ^ 2 ∧
      stepT k1 q * stepT q k2 = (4 * s * q / ((k1 + q) * (q + k2))) ^ 2 := by
  unfold stepT
  constructor
  · rw [div_pow]
    congr 1
    linear_combination (-4 : ℝ) * hs
  · rw [div_mul_div_comm, div_pow, mul_pow (k1 + q) (q + k2) 2]
    congr 1
    linear_combination (-16 * q ^ 2) * hs
```

Q: Why should two obstacles ever transmit more than one?

A: Because each of them can be a smaller mismatch. All the bases above are positive, so we may compare them without the squares. After cross-multiplication the difference is
$$4sq(k_1+k_2) - 2s(k_1+q)(q+k_2) = 2s(q-k_1)(k_2-q).$$
The product therefore beats the direct step exactly when $q$ lies strictly between $k_1$ and $k_2$, whichever is larger. In Lean, `sq_lt_sq₀` removes the squares, `div_lt_div_iff₀` cross-multiplies, and `key` is this identity.

```lean
/-- For positive wavenumbers, the product of the two step transmissions exceeds the direct
transmission exactly when the intermediate wavenumber lies strictly between the outer ones. -/
theorem direct_lt_product_iff {k1 k2 q : ℝ} (h1 : 0 < k1) (h2 : 0 < k2) (hq : 0 < q) :
    stepT k1 k2 < stepT k1 q * stepT q k2 ↔ 0 < (q - k1) * (k2 - q) := by
  have hs0 : 0 < √(k1 * k2) := Real.sqrt_pos.2 (mul_pos h1 h2)
  have hs2 : √(k1 * k2) ^ 2 = k1 * k2 := Real.sq_sqrt (mul_pos h1 h2).le
  set s := √(k1 * k2)
  have key : 4 * s * q * (k1 + k2) - 2 * s * ((k1 + q) * (q + k2))
      = 2 * s * ((q - k1) * (k2 - q)) := by ring
  rw [(stepT_eq_sq hs2 q).2, (stepT_eq_sq hs2 q).1,
    sq_lt_sq₀ (by positivity) (by positivity),
    div_lt_div_iff₀ (by positivity) (by positivity), ← sub_pos, key,
    mul_pos_iff_of_pos_left (by positivity)]
```

Q: And the best $q$?

A: Compare $q$ with $s$ in the same way. Using $k_1k_2 = s^2$, the cross-multiplied difference is
$$4s^2(k_1+q)(q+k_2) - 4sq(k_1+s)(s+k_2) = 4s^2(q-s)^2,$$
which is positive unless $q = s$. To compare this maximum with the direct step, put $q = s$ into the previous criterion:
$$(s-k_1)(k_2-s) = s(k_1+k_2-2s).$$
This is positive because the geometric mean of distinct positive numbers is less than their arithmetic mean. Lean proves that by contradiction: $k_1+k_2 \le 2s$ would give $(k_1+k_2)^2 \le 4k_1k_2$, against $(k_1-k_2)^2 > 0$.

The theorem `best_intermediate_step` has both parts. Every positive $q \ne s$ gives a strictly smaller product than $s$ does, and the product at $s$ strictly exceeds $T(k_1,k_2)$.

```lean
/-- For distinct positive outer wavenumbers, the product of the two step transmissions is maximal
among positive intermediate wavenumbers exactly at the geometric mean, and this maximum strictly
exceeds the direct transmission. -/
theorem best_intermediate_step {k1 k2 : ℝ} (h1 : 0 < k1) (h2 : 0 < k2) (hne : k1 ≠ k2) :
    (∀ q : ℝ, 0 < q → q ≠ √(k1 * k2) →
      stepT k1 q * stepT q k2 < stepT k1 √(k1 * k2) * stepT √(k1 * k2) k2) ∧
    stepT k1 k2 < stepT k1 √(k1 * k2) * stepT √(k1 * k2) k2 := by
  have hs0 : 0 < √(k1 * k2) := Real.sqrt_pos.2 (mul_pos h1 h2)
  have hs2 : √(k1 * k2) ^ 2 = k1 * k2 := Real.sq_sqrt (mul_pos h1 h2).le
  set s := √(k1 * k2)
  constructor
  · intro q hq hqs
    rw [(stepT_eq_sq hs2 q).2, (stepT_eq_sq hs2 s).2,
      sq_lt_sq₀ (by positivity) (by positivity),
      div_lt_div_iff₀ (by positivity) (by positivity)]
    -- the difference of the two sides is a positive multiple of (q - s)^2
    have hd : 0 < (q - s) ^ 2 := pow_pos_of_ne hqs
    have hp : 0 < 4 * s ^ 2 * (q - s) ^ 2 := by positivity
    have e : 4 * s * s * ((k1 + q) * (q + k2)) - 4 * s * q * ((k1 + s) * (s + k2))
        = 4 * s ^ 2 * (q - s) ^ 2 := by
      linear_combination (-(4 * s * (s - q))) * hs2
    linarith
  · rw [direct_lt_product_iff h1 h2 hs0]
    -- strict inequality between the geometric and the arithmetic mean
    have hd : 0 < (k1 - k2) ^ 2 := pow_pos_of_ne hne
    have hm : 2 * s < k1 + k2 := by
      by_contra hcon
      have hle : k1 + k2 ≤ 2 * s := le_of_not_gt hcon
      have hsq : (k1 + k2) ^ 2 ≤ (2 * s) ^ 2 := pow_le_pow_left₀ (by positivity) hle 2
      nlinarith
    have e : (s - k1) * (k2 - s) = s * (k1 + k2 - 2 * s) := by
      linear_combination hs2
    rw [e]
    exact mul_pos hs0 (by linarith)
where
  pow_pos_of_ne {a b : ℝ} (h : a ≠ b) : 0 < (a - b) ^ 2 :=
    lt_of_le_of_ne (sq_nonneg _) (pow_ne_zero 2 (sub_ne_zero.2 h)).symm
```

Q: Do you need $k_1 \ne k_2$ and $q > 0$?

A: Take $k_1 = k_2 = 1$. Then $s = 1$, and both the product at $s$ and the direct transmission equal 1, so the strict gain is lost. For the other condition take $k_1 = 1$, $k_2 = 4$, $s = 2$. The product at $s$ is $(8/9)^2 = 64/81 \approx 0.79$, against a direct transmission of $0.64$. At $q = -2$ the formula would give $(-8)(-8) = 64$, which is larger but is no probability.

Q: How large can the gain become?

A: The maximum of the product is $16k_1k_2/(\sqrt{k_1}+\sqrt{k_2})^4$. For $k_2 \gg k_1$ it approaches $16k_1/k_2$, while the direct transmission approaches $4k_1/k_2$, so the gain tends to a factor of four. This holds for particles that pass both steps at the first attempt.

Q: That still treats every internally reflected particle as lost. Does the optimum survive when you put them back?

A: It does. Write $T_1 = T(k_1,q)$ and $T_2 = T(q,k_2)$. The round-trip factor $(1-T_2)(1-T_1)$ lies in $[0,1)$, so the geometric series gives
$$\frac{T_1T_2}{1-(1-T_2)(1-T_1)}.$$
The denominator is
$$\frac{4q(k_1+k_2)(q^2+k_1k_2)}{(k_1+q)^2(q+k_2)^2},$$
and $T_1T_2 = 16k_1k_2q^2/\big((k_1+q)^2(q+k_2)^2\big)$. Dividing leaves
$$\frac{4k_1k_2q}{(k_1+k_2)(q^2+k_1k_2)}.$$
In Lean, `hx1` bounds the factor below 1, `hx` is the denominator and `hval` the quotient. `HasSum` says that the partial sums converge to this value.

```lean
/-- The probabilities of all internal round trips sum to a closed form. -/
theorem layer_hasSum {k1 k2 q : ℝ} (h1 : 0 < k1) (h2 : 0 < k2) (hq : 0 < q) :
    HasSum (fun n : ℕ =>
        stepT k1 q * ((1 - stepT q k2) * (1 - stepT k1 q)) ^ n * stepT q k2)
      (4 * k1 * k2 * q / ((k1 + k2) * (q ^ 2 + k1 * k2))) := by
  obtain ⟨a0, a1⟩ := stepT_pos_le_one h1 hq
  obtain ⟨b0, b1⟩ := stepT_pos_le_one hq h2
  have hx0 : 0 ≤ (1 - stepT q k2) * (1 - stepT k1 q) :=
    mul_nonneg (by linarith) (by linarith)
  have hx1 : (1 - stepT q k2) * (1 - stepT k1 q) < 1 := by
    nlinarith [mul_nonneg b0.le (sub_nonneg.2 a1)]
  have hsum := ((hasSum_geometric_of_lt_one hx0 hx1).mul_left (stepT k1 q)).mul_right
    (stepT q k2)
  -- probability of leaving the intermediate region during one round trip
  have hx : 1 - (1 - stepT q k2) * (1 - stepT k1 q)
      = 4 * q * (k1 + k2) * (q ^ 2 + k1 * k2) / ((k1 + q) ^ 2 * (q + k2) ^ 2) := by
    unfold stepT
    field_simp
    ring
  have hval : stepT k1 q * (1 - (1 - stepT q k2) * (1 - stepT k1 q))⁻¹ * stepT q k2
      = 4 * k1 * k2 * q / ((k1 + k2) * (q ^ 2 + k1 * k2)) := by
    rw [hx]
    unfold stepT
    field_simp
    try ring
  rw [hval] at hsum
  exact hsum
```

A: At $q = s$ the sum is $2s/(k_1+k_2) = \sqrt{T(k_1,k_2)}$. For any other positive $q$ it falls short by
$$\frac{2s}{k_1+k_2} - \frac{4s^2q}{(k_1+k_2)(q^2+s^2)} = \frac{2s(q-s)^2}{(k_1+k_2)(q^2+s^2)} > 0.$$
The theorem `best_layer` states the value at $s$ and the strict inequality for every other positive $q$, and its proof uses the cross-multiplied form of this difference. Equal outer wavenumbers are allowed here: the best region is then no step at all, and the transmission is 1. In the example with wavenumbers 1 and 4, the maximum is $0.8$. The gain over the direct step is now a factor $1/\sqrt{T(k_1,k_2)}$ at the optimum, which grows without bound as the outer wavenumbers become more unequal.

```lean
/-- With all internal reflections included but no interference, the geometric mean is still the only
optimal positive intermediate wavenumber, and the maximum is the square root of the direct
transmission. -/
theorem best_layer {k1 k2 : ℝ} (h1 : 0 < k1) (h2 : 0 < k2) :
    layerT k1 √(k1 * k2) k2 = √(stepT k1 k2) ∧
    ∀ q : ℝ, 0 < q → q ≠ √(k1 * k2) → layerT k1 q k2 < √(stepT k1 k2) := by
  have hs0 : 0 < √(k1 * k2) := Real.sqrt_pos.2 (mul_pos h1 h2)
  have hs2 : √(k1 * k2) ^ 2 = k1 * k2 := Real.sq_sqrt (mul_pos h1 h2).le
  set s := √(k1 * k2)
  have hT : √(stepT k1 k2) = 2 * s / (k1 + k2) := by
    rw [(stepT_eq_sq hs2 s).1, Real.sqrt_sq (by positivity)]
  rw [hT]
  constructor
  · unfold layerT
    rw [(layer_hasSum h1 h2 hs0).tsum_eq, div_eq_div_iff (by positivity) (by positivity)]
    linear_combination (-(2 * s * (k1 + k2))) * hs2
  · intro q hq hqs
    unfold layerT
    rw [(layer_hasSum h1 h2 hq).tsum_eq, div_lt_div_iff₀ (by positivity) (by positivity)]
    have hd : 0 < (q - s) ^ 2 :=
      lt_of_le_of_ne (sq_nonneg _) (pow_ne_zero 2 (sub_ne_zero.2 hqs)).symm
    have hp : 0 < 2 * (k1 + k2) * s * (q - s) ^ 2 := by positivity
    have e : 2 * s * ((k1 + k2) * (q ^ 2 + k1 * k2)) - 4 * k1 * k2 * q * (k1 + k2)
        = 2 * (k1 + k2) * s * (q - s) ^ 2 := by
      linear_combination (-(2 * (k1 + k2) * (s - 2 * q))) * hs2
    linarith

end

end IncoherentIntermediateStep
```

Q: Then what may I use it for?

A: For a non-interacting particle in one dimension, with three flat potentials and sharp steps, it gives exact values against which a transport simulation that adds probabilities at interfaces can be compared. It does not treat coherent transmission, where the width of the region matters, nor evanescent waves, unequal masses or several intermediate steps. The optimum also belongs to one energy: since $q^2 = k_1k_2$, the best intermediate potential generally changes with $E$.

```lean
#print axioms IncoherentIntermediateStep.flux_of_matching
-- 'IncoherentIntermediateStep.flux_of_matching' depends on axioms: [propext, Classical.choice, Quot.sound]
#print axioms IncoherentIntermediateStep.best_intermediate_step
-- 'IncoherentIntermediateStep.best_intermediate_step' depends on axioms: [propext, Classical.choice, Quot.sound]
#print axioms IncoherentIntermediateStep.best_layer
-- 'IncoherentIntermediateStep.best_layer' depends on axioms: [propext, Classical.choice, Quot.sound]
```
